# For two spherical Gaussian charge clouds, V(0)/R bounds the Coulomb repulsion V(R) at every distance R > 0 exactly when the reduced exponent is at least π/4 in atomic units

In atomic units, let $V(R)=c\int_0^1 e^{-\rho R^2t^2}\,dt$ be the Coulomb repulsion of two spherical Gaussian charge clouds whose centres are a distance $R$ apart, with a prefactor $c>0$ and a reduced exponent $\rho>0$. For densities proportional to $e^{-pr^2}$ and $e^{-qr^2}$ about their own centres, $\rho=pq/(p+q)$. In the code, $V(R)$ is `repulsion c ρ R`, and the zero-distance value $V(0)$ is `repulsion c ρ 0`.

```lean
import Mathlib

open Filter Topology MeasureTheory Real

namespace DistanceScreening

noncomputable section

/-- Coulomb repulsion of two spherical Gaussian charge clouds at distance `R`, with
prefactor `c` and reduced exponent `ρ`, written as a Boys-type integral. -/
def repulsion (c ρ R : ℝ) : ℝ :=
  c * ∫ t in (0 : ℝ)..1, Real.exp (-ρ * R ^ 2 * t ^ 2)

/-- At zero distance the repulsion equals its prefactor. -/
theorem repulsion_zero (c ρ : ℝ) : repulsion c ρ 0 = c := by
  simp [repulsion]

/-- Distance times repulsion is the prefactor times a Gaussian integrated from `0` to `R`. -/
theorem mul_repulsion (c ρ R : ℝ) :
    R * repulsion c ρ R = c * ∫ s in (0 : ℝ)..R, Real.exp (-ρ * s ^ 2) := by
  -- substitute s = R t
  have h := intervalIntegral.smul_integral_comp_mul_left (a := 0) (b := 1)
    (fun s : ℝ => Real.exp (-ρ * s ^ 2)) R
  simp only [smul_eq_mul, mul_zero, mul_one] at h
  have e : ∀ t : ℝ, Real.exp (-ρ * R ^ 2 * t ^ 2) = Real.exp (-ρ * (R * t) ^ 2) := by
    intro t
    congr 1
    ring
  rw [← h]
  simp only [repulsion, e]
  ring

/-- The Gaussian integrated from `0` to `R` tends to `√(π/ρ)/2` as `R` grows. -/
theorem tendsto_partial_gaussian {ρ : ℝ} (hρ : 0 < ρ) :
    Tendsto (fun R : ℝ => ∫ s in (0 : ℝ)..R, Real.exp (-ρ * s ^ 2)) atTop
      (𝓝 (√(π / ρ) / 2)) := by
  rw [← integral_gaussian_Ioi ρ]
  exact intervalIntegral_tendsto_integral_Ioi 0
    (integrable_exp_neg_mul_sq hρ).integrableOn tendsto_id

/-- At large distance the repulsion decays like `c √(π/ρ) / (2R)`: its product with `R`
tends to `c √(π/ρ) / 2`. -/
theorem tendsto_mul_repulsion (c : ℝ) {ρ : ℝ} (hρ : 0 < ρ) :
    Tendsto (fun R : ℝ => R * repulsion c ρ R) atTop (𝓝 (c * (√(π / ρ) / 2))) := by
  simp only [mul_repulsion]
  exact (tendsto_partial_gaussian hρ).const_mul c

/-- The long-range factor `√(π/ρ)/2` exceeds one exactly when `ρ < π/4`. -/
theorem one_lt_factor_iff {ρ : ℝ} (hρ : 0 < ρ) : 1 < √(π / ρ) / 2 ↔ ρ < π / 4 := by
  rw [lt_div_iff₀ (by norm_num : (0 : ℝ) < 2), one_mul,
    Real.lt_sqrt (by norm_num : (0 : ℝ) ≤ 2), lt_div_iff₀ hρ]
  constructor <;> intro h <;> linarith

/-- For `0 < ρ < π/4` the repulsion exceeds the zero-distance value divided by `R`
at all sufficiently large distances `R`. -/
theorem eventually_div_lt_repulsion {c ρ : ℝ} (hc : 0 < c) (hρ : 0 < ρ) (hρ' : ρ < π / 4) :
    ∀ᶠ R : ℝ in atTop, repulsion c ρ 0 / R < repulsion c ρ R := by
  -- the limit of R V(R) lies strictly above c = V(0)
  have hlim : c < c * (√(π / ρ) / 2) :=
    lt_mul_of_one_lt_right hc ((one_lt_factor_iff hρ).2 hρ')
  filter_upwards [(tendsto_mul_repulsion c hρ).eventually_const_lt hlim,
    eventually_gt_atTop (0 : ℝ)] with R h hR
  rw [repulsion_zero, div_lt_iff₀ hR]
  linarith

/-- At every positive distance the repulsion lies strictly below `c (√(π/ρ)/2) / R`. -/
theorem repulsion_lt {c ρ R : ℝ} (hc : 0 < c) (hρ : 0 < ρ) (hR : 0 < R) :
    repulsion c ρ R < c * (√(π / ρ) / 2) / R := by
  have hcont : Continuous (fun s : ℝ => Real.exp (-ρ * s ^ 2)) := by fun_prop
  -- the partial Gaussian integral grows strictly with its upper limit
  have hmono : StrictMono (fun x : ℝ => ∫ s in (0 : ℝ)..x, Real.exp (-ρ * s ^ 2)) := by
    intro a b hab
    have h1 := intervalIntegral.integral_add_adjacent_intervals
      (hcont.intervalIntegrable (μ := volume) 0 a) (hcont.intervalIntegrable (μ := volume) a b)
    have h2 := intervalIntegral.intervalIntegral_pos_of_pos
      (hcont.intervalIntegrable (μ := volume) a b) (fun x => Real.exp_pos _) hab
    change (∫ s in (0 : ℝ)..a, Real.exp (-ρ * s ^ 2)) <
      ∫ s in (0 : ℝ)..b, Real.exp (-ρ * s ^ 2)
    linarith
  -- so it stays strictly below its limit
  have hlt : (∫ s in (0 : ℝ)..R, Real.exp (-ρ * s ^ 2)) < √(π / ρ) / 2 :=
    lt_of_lt_of_le (hmono (lt_add_one R))
      (hmono.monotone.ge_of_tendsto (tendsto_partial_gaussian hρ) (R + 1))
  have hmul := mul_lt_mul_of_pos_left hlt hc
  rw [← mul_repulsion] at hmul
  rw [lt_div_iff₀ hR]
  linarith

/-- The zero-distance value divided by `R` bounds the repulsion at every positive distance
if and only if `ρ ≥ π/4`. -/
theorem div_bound_iff {c ρ : ℝ} (hc : 0 < c) (hρ : 0 < ρ) :
    (∀ R : ℝ, 0 < R → repulsion c ρ R ≤ repulsion c ρ 0 / R) ↔ π / 4 ≤ ρ := by
  constructor
  · intro h
    by_contra hlt
    -- a large distance violates the supposed bound
    obtain ⟨R, h1, h2⟩ := ((eventually_div_lt_repulsion hc hρ (not_le.1 hlt)).and
      (eventually_gt_atTop (0 : ℝ))).exists
    exact absurd (h R h2) (not_le.2 h1)
  · intro h R hR
    have hs : √(π / ρ) / 2 ≤ 1 :=
      not_lt.1 (fun h1 => absurd ((one_lt_factor_iff hρ).1 h1) (not_lt.2 h))
    have hcs : c * (√(π / ρ) / 2) ≤ c := mul_le_of_le_one_right hc.le hs
    have hV := (lt_div_iff₀ hR).1 (repulsion_lt hc hρ hR)
    rw [repulsion_zero, le_div_iff₀ hR]
    linarith

end

end DistanceScreening
```

```lean
#print axioms DistanceScreening.div_bound_iff
```

```
'DistanceScreening.div_bound_iff' depends on axioms: [propext, Classical.choice, Quot.sound]
```

## A failure at large distance and a criterion for all distances

The counterexample to the bound $V(R)\le V(0)/R$ is `eventually_div_lt_repulsion`. It assumes $c>0$ and $0<\rho<\pi/4$, and it concludes that
$$\frac{V(0)}{R}<V(R)\qquad\text{for all sufficiently large } R.$$
The notation `∀ᶠ R : ℝ in atTop` means that there is some distance $R_0$ beyond which the inequality always holds. The theorem gives no value for $R_0$.

The theorem `div_bound_iff` settles the question for every positive exponent. For $c>0$ and $\rho>0$, the inequality $V(R)\le V(0)/R$ holds at all $R>0$ if and only if $\rho\ge\pi/4$. The quantifier over $R$ is inside the equivalence. When $\rho<\pi/4$, the bound may therefore still hold at some distances, and it does hold at short ones, where $V(0)/R$ is very large.

A bound with a corrected constant is given by `repulsion_lt`:
$$V(R)<\frac{c}{R}\,\frac{\sqrt{\pi/\rho}}{2}\qquad\text{for every } R>0,\ \rho>0,\ c>0.$$

All three quantities $c$, $\rho$ and $R$ are real numbers in Lean, and the positivity conditions appear as hypotheses where they are needed. The condition $c>0$ stands for clouds whose charges have the same sign, and $\rho>0$ says that the clouds are localised.

## The charge clouds behind the integral

The code takes the one-dimensional integral as its definition of the repulsion. Its origin in electrostatics is a short calculation. Take two clouds with total charges $Q_1$ and $Q_2$ and normalised densities proportional to $e^{-p r^2}$ and $e^{-q r^2}$ about their own centres. The vector between a point of one cloud and a point of the other is then itself distributed as a Gaussian, with exponent
$$\rho=\frac{pq}{p+q},$$
centred on the vector between the two centres. The repulsion is $Q_1Q_2$ times the average of $1/r$ over this distribution, where $r$ now stands for the length of that vector.

To find the average, write
$$\frac1r=\frac{2}{\sqrt\pi}\int_0^\infty e^{-u^2r^2}\,du .$$
Averaging $e^{-u^2r^2}$ over the displaced Gaussian gives
$$\left(\frac{\rho}{\rho+u^2}\right)^{3/2}\exp\!\left(-\frac{\rho u^2R^2}{\rho+u^2}\right).$$
Now set $t^2=u^2/(\rho+u^2)$. Then $\rho/(\rho+u^2)=1-t^2$ and $du=\sqrt\rho\,(1-t^2)^{-3/2}\,dt$, so the powers of $1-t^2$ cancel and
$$V(R)=2Q_1Q_2\sqrt{\frac{\rho}{\pi}}\int_0^1e^{-\rho R^2t^2}\,dt .$$
This identifies the prefactor as $c=2Q_1Q_2\sqrt{\rho/\pi}$. The integral is the lowest Boys function, $F_0(x)=\int_0^1e^{-xt^2}dt$, at $x=\rho R^2$.

With this prefactor, the constant in the corrected bound has a plain meaning:
$$c\,\frac{\sqrt{\pi/\rho}}{2}=Q_1Q_2 .$$
The clouds repel each other less than two point charges at the same distance would. The estimate $V(0)/R$ puts $c$ where the product of the charges should be. For diffuse clouds $c$ is smaller than $Q_1Q_2$, because the charge is spread out and the repulsion at coincidence is weak, and the estimate is then too small at long range.

The threshold $\pi/4$ depends on the unit of length. The expression $V(0)/R$ is not an energy unless $R$ is read as a pure number, here the distance in bohr, and $\rho$ is correspondingly measured in inverse square bohr. With another unit of length, the same physical clouds could fall on the other side of the threshold. This already shows that division by $R$ alone is not a physically meaningful correction.

The connection with Schwarz screening is closest for equal exponents. The Schwarz inequality bounds the repulsion of two clouds by the geometric mean of their self-repulsions, where the self-repulsion of a cloud means its repulsion with an identical copy at the same place, without the factor ½ of an electrostatic self-energy. If $p=q$, that geometric mean equals $V(0)$, and the counterexample applies to the Schwarz estimate divided by $R$ whenever $p<\pi/2$. If $p\ne q$, the Schwarz estimate is larger than $V(0)$, and its threshold is a different one, given at the end.

The model covers a single pair of spherical Gaussian distributions. Contracted functions, higher angular momentum and distributions of mixed sign are not treated.

## From the scaled integral to the threshold

**The value at zero distance.** At $R=0$ the integrand is $1$, so $V(0)=c$. This is `repulsion_zero`, which `simp` proves by unfolding the definition.

**Moving the distance into the upper limit.** For $R>0$, substitute $s=Rt$, so that $ds=R\,dt$ and $s$ runs from $0$ to $R$:
$$R\,V(R)=c\int_0^1e^{-\rho(Rt)^2}R\,dt=c\int_0^Re^{-\rho s^2}\,ds .$$
The integrand no longer depends on $R$. The lemma `mul_repulsion` states this identity for every real $R$; at $R=0$ both sides vanish. Its proof takes the substitution rule from Mathlib, and the auxiliary statement `e` rewrites $\rho R^2t^2$ as $\rho(Rt)^2$ so that the rule fits the definition.

**The long-range limit.** As $R\to\infty$, the integral tends to the Gaussian integral over the half-line. The square of the integral over the full line can be evaluated in polar coordinates:
$$\left(\int_{-\infty}^{\infty}e^{-\rho s^2}ds\right)^2=\int_0^\infty 2\pi r\,e^{-\rho r^2}\,dr=\frac{\pi}{\rho}.$$
By symmetry the half-line contributes half of the square root, and therefore
$$R\,V(R)\longrightarrow c\,\frac{\sqrt{\pi/\rho}}{2}.$$
In the code, `tendsto_partial_gaussian` obtains the limit of the integral from Mathlib's value for the half-line and from the integrability of the Gaussian. The lemma `tendsto_mul_repulsion` then multiplies by $c$.

**Comparing the limit with $c$.** Since $\rho$ is positive,
$$1<\frac{\sqrt{\pi/\rho}}{2}\iff 2<\sqrt{\pi/\rho}\iff 4<\frac{\pi}{\rho}\iff\rho<\frac{\pi}{4}.$$
The rewriting steps of `one_lt_factor_iff` follow this chain, and `linarith` closes both directions of the remaining linear equivalence.

**The counterexample.** Suppose $\rho<\pi/4$. Then the limit of $R\,V(R)$ is strictly larger than $c$. A function that converges to a limit above $c$ must itself exceed $c$ from some point on, so $R\,V(R)>c=V(0)$ for all large $R$. Dividing by the positive number $R$ gives $V(R)>V(0)/R$.

The proof of `eventually_div_lt_repulsion` has the same shape. The inequality `hlim` places the limit above $c$, and `eventually_const_lt` turns this into a statement about all large $R$. The command `filter_upwards` combines it with the fact that large $R$ are positive, which permits the division.

**The bound with the corrected constant.** The Gaussian is positive everywhere, so extending the range of integration strictly increases the integral. For every $R>0$,
$$\int_0^Re^{-\rho s^2}ds<\int_0^{R+1}e^{-\rho s^2}ds\le\frac{\sqrt{\pi/\rho}}{2}.$$
The second step holds because an increasing function never exceeds its limit. The detour through $R+1$ makes the final inequality strict. Multiplying by $c$ and dividing by $R$ gives the bound on $V(R)$.

In `repulsion_lt`, `hmono` proves strict growth by splitting the integral up to $b$ at an earlier point $a$ and noting that the part from $a$ to $b$ is positive. The inequality `hlt` is the displayed chain.

**Both directions of the criterion.** If $\rho<\pi/4$, the counterexample supplies a positive distance at which $V(R)\le V(0)/R$ fails, so a bound valid at all distances forces $\rho\ge\pi/4$. Conversely, if $\rho\ge\pi/4$, then $\sqrt{\pi/\rho}/2\le1$, and
$$V(R)<\frac{c}{R}\,\frac{\sqrt{\pi/\rho}}{2}\le\frac{c}{R}=\frac{V(0)}{R}.$$
The two branches of `div_bound_iff` are these two arguments. The first proceeds by contradiction and uses `.exists` to extract one violating distance from the eventual statement.

## Screening a diffuse pair

An integral code that screens by magnitude compares an estimate of each integral with a threshold and skips the integral if the estimate is smaller. Skipping is safe when the estimate is an upper bound. For a single pair of spherical Gaussian clouds, the criterion tells us when $V(0)/R$ has this property.

Take two clouds with $p=q=0.2$, so that $\rho=0.1$, well below $\pi/4\approx0.785$. The long-range factor is $\sqrt{\pi/0.1}/2\approx2.80$. At $R=10$ the repulsion is already close to its long-range form:
$$V(10)\approx0.280\,c,\qquad \frac{V(0)}{10}=0.100\,c .$$
With a threshold of $0.2\,c$, the code would discard an integral that is larger than the threshold.

A safe estimate for the same model is
$$\min\!\left(c,\ \frac{c}{R}\,\frac{\sqrt{\pi/\rho}}{2}\right).$$
The first entry is an upper bound because the integrand in $V(R)$ never exceeds $1$, and the second is the bound with the corrected constant. The second entry also appears when the integral itself is evaluated: for large $x$, the Boys function $F_0(x)$ can be replaced by $\tfrac12\sqrt{\pi/x}$, which at $x=\rho R^2$ gives exactly this expression.

## The threshold for a general numerator

The same argument works when $V(0)$ is replaced by any other constant $S$. Since $R\,V(R)$ increases strictly towards $Q_1Q_2$ without reaching it, $S/R$ is an upper bound at every $R>0$ exactly when $S\ge Q_1Q_2$.

For the Schwarz estimate with unequal exponents, the geometric mean of the two self-repulsions is
$$S=Q_1Q_2\,\frac{2}{\sqrt\pi}\left(\frac{pq}{4}\right)^{1/4}.$$
The condition $S\ge Q_1Q_2$ then becomes $pq\ge\pi^2/4$. For $p=q$ this reduces to $p\ge\pi/2$, which is the condition $\rho\ge\pi/4$ again. This extension to a general $S$ is an argument by hand and is not among the theorems in the code.
